# Proper colourings of the complete graph on n vertices: no single-vertex moves with n colours, all connected with n + 1

## Colourings, energy and moves

Let $V$ be a finite set of $n$ vertices and $C$ a finite set of $q$ colours. A configuration of the Potts model is a function $\sigma : V \to C$. On a graph $G$ with vertex set $V$, its energy is

$$E(\sigma) = J \sum_{\{u,v\}\ \text{edge}} \delta_{\sigma(u),\sigma(v)}, \qquad J > 0.$$

The positive sign of $J$ makes the coupling antiferromagnetic: equal colours on neighbouring vertices cost energy. In the file, `pottsEnergy` counts ordered pairs of neighbours, so each edge appears twice and the prefactor is $J/2$.

A colouring is *proper* (`IsProper`) if neighbours always carry different colours. A *move* (`Move`) is a pair of proper colourings that differ at exactly one vertex; leaving the colouring unchanged is not a move. `ReachableIn G k σ τ` says that exactly $k$ successive moves lead from $\sigma$ to $\tau$, and $k = 0$ means $\sigma = \tau$. The number of vertices at which $\sigma$ and $\tau$ differ is written $d(\sigma,\tau)$; it is the size of the set `disagreements σ τ`.

From here on $G$ is the complete graph, in which every two distinct vertices are neighbours. Lean writes it as `⊤ : SimpleGraph V`.

## What this means for zero-temperature sampling

A single-site Monte Carlo chain at zero temperature, started in a proper colouring, can only pass to other proper colourings. It can sample all of them only if moves connect them. For the antiferromagnetic Potts model on the complete graph, the results below settle this question of connectivity: with $q = n$ such a chain never leaves its starting state, and with one more colour every proper colouring is accessible to a chain that, at each step, gives every move from its current state a positive probability.

## The statements in words

- `frozen`: if $q = n$, there is no move between any two colourings.
- `reachable_of_spare_colour`: if $q > n$, any two proper colourings $\sigma$ and $\tau$ are joined by some number $k \le 2\,d(\sigma,\tau)$ of moves.
- `connected_iff_spare_colour`: if $n \ge 2$ and $q \ge n$, all proper colourings are mutually reachable exactly when $q > n$.
- `frozen_and_connected`: for the vertex set `Fin n`, the colour set `Fin n` allows no move, while with `Fin (n + 1)` any two proper colourings are joined by at most $2n$ moves. This holds for every natural number $n$, including zero.

The assumption $n \ge 2$ in the third statement appears as `Nontrivial V`. The assumption $q \ge n$ ensures that proper colourings exist; with fewer colours there are none, and mutual reachability would hold vacuously.

The theorems concern which states are accessible. They contain no transition probabilities, no temperature and no rate of convergence, and they treat neither other graphs nor paths through colourings of positive energy.

## Derivation by counting colours

**Zero energy means proper.** Each term of $E$ is $0$ or $J > 0$. The sum therefore vanishes exactly when no edge has equal colours at its ends.

**Proper means injective.** On the complete graph any two distinct vertices are neighbours, so a colouring is proper exactly when no colour is used twice.

**With $q = n$ nothing moves.** Suppose a move changes $\sigma$ to $\tau$ at the vertex $v$. Since $\sigma$ is an injective map between sets of equal finite size, it uses every colour. Hence some vertex $u$ has $\sigma(u) = \tau(v)$. As $\sigma(v) \ne \tau(v)$, we have $u \ne v$, so $u$ keeps its colour and $\tau(u) = \sigma(u) = \tau(v)$. Then $\tau$ is not proper, a contradiction.

**With $q > n$ a disagreement can be removed in at most two moves.** Let $\sigma$ and $\tau$ be proper, and let $\sigma(v) \ne \tau(v)$.

1. If $\sigma$ does not use the colour $\tau(v)$, recolour $v$ with it. No other vertex has this colour, so the result is proper. The vertex $v$ now agrees with $\tau$ and no other vertex has changed.
2. Otherwise $\sigma(w) = \tau(v)$ for some $w$, and $w \ne v$. This $w$ also disagrees with the target: if $\sigma(w) = \tau(w)$, then $\tau(w) = \tau(v)$, and injectivity of $\tau$ would give $w = v$. Since $q > n$, some colour $c$ is unused by $\sigma$. Recolour $w$ with $c$. By injectivity of $\sigma$, only $w$ carried the colour $\tau(v)$, so that colour is now free, and $v$ can be recoloured with it.

In both cases $v$ is corrected and no vertex that was already correct is spoiled. The new colouring $\rho$ thus satisfies $d(\rho,\tau) \le d(\sigma,\tau) - 1$.

**The bound.** Use strong induction on $d = d(\sigma,\tau)$. If $d = 0$, the colourings are equal and no move is needed. Otherwise at most two moves lead to $\rho$, and by the induction hypothesis at most $2(d-1)$ more lead to $\tau$. The total is at most $2 + 2(d-1) = 2d$. Since $d \le n$, it is also at most $2n$.

**The converse.** Let $q = n \ge 2$. Take a proper colouring and exchange the colours of two distinct vertices. The result is proper and different from the first. Reaching it would need at least one move, and there is none.

## One and two vertices

For $n = 1$ and $q = 1$ there is a single colouring. It has no moves, yet it is trivially connected to itself, so absence of moves and failure of connectivity are different things here. This is why the equivalence assumes two vertices.

For $n = 2$ and $q = 2$ the proper colourings are $(1,2)$ and $(2,1)$, and neither can move. A third colour gives the path

$$(1,2) \to (3,2) \to (3,1) \to (2,1).$$

It has three moves, within the bound $2d = 4$.

## The Lean file

```lean
import Mathlib

open Function
open scoped Classical

namespace FrozenPotts

noncomputable section

variable {V C : Type*}

/-- A colouring is proper if neighbouring vertices carry different colours. -/
def IsProper (G : SimpleGraph V) (σ : V → C) : Prop :=
  ∀ u v, G.Adj u v → σ u ≠ σ v

/-- The ordered pairs of neighbouring vertices that carry the same colour. -/
def monochromaticPairs [Fintype V] (G : SimpleGraph V) (σ : V → C) : Finset (V × V) :=
  Finset.univ.filter fun p => G.Adj p.1 p.2 ∧ σ p.1 = σ p.2

/-- The Potts energy with coupling `J`: each edge with equal colours at its ends costs `J`. -/
def pottsEnergy [Fintype V] (G : SimpleGraph V) (J : ℝ) (σ : V → C) : ℝ :=
  J / 2 * ((monochromaticPairs G σ).card : ℝ)

/-- A proper single-vertex change: both colourings are proper and they differ at exactly
one vertex. -/
def Move (G : SimpleGraph V) (σ τ : V → C) : Prop :=
  IsProper G σ ∧ IsProper G τ ∧ ∃ v, σ v ≠ τ v ∧ ∀ u, u ≠ v → τ u = σ u

/-- The colouring `τ` is reached from `σ` by exactly `k` successive moves. -/
def ReachableIn (G : SimpleGraph V) : ℕ → (V → C) → (V → C) → Prop
  | 0, σ, τ => σ = τ
  | k + 1, σ, τ => ∃ ρ, Move G σ ρ ∧ ReachableIn G k ρ τ

/-- The vertices at which two colourings differ. -/
def disagreements [Fintype V] (σ τ : V → C) : Finset V :=
  Finset.univ.filter fun v => σ v ≠ τ v

/-- For antiferromagnetic coupling, the colourings of zero Potts energy are the proper ones. -/
theorem pottsEnergy_eq_zero_iff [Fintype V] (G : SimpleGraph V) {J : ℝ} (hJ : 0 < J)
    (σ : V → C) : pottsEnergy G J σ = 0 ↔ IsProper G σ := by
  constructor
  · intro h u v huv he
    have hpos : 0 < (monochromaticPairs G σ).card :=
      Finset.card_pos.2 ⟨(u, v), by simp [monochromaticPairs, huv, he]⟩
    have hpos' : (0 : ℝ) < ((monochromaticPairs G σ).card : ℝ) := by exact_mod_cast hpos
    exact absurd h (mul_pos (half_pos hJ) hpos').ne'
  · intro h
    have hempty : monochromaticPairs G σ = ∅ :=
      Finset.filter_eq_empty_iff.2 (fun p _ hp => h p.1 p.2 hp.1 hp.2)
    simp [pottsEnergy, hempty]

/-- On the complete graph a colouring is proper exactly when no colour is used twice. -/
theorem isProper_top_iff {σ : V → C} : IsProper (⊤ : SimpleGraph V) σ ↔ Injective σ := by
  constructor
  · intro h a b hab
    by_contra hne
    exact h a b (by simpa using hne) hab
  · intro h a b hab he
    exact hab.ne (h he)

/-- On the complete graph with as many colours as vertices, no proper single-vertex change
exists. -/
theorem frozen [Fintype V] [Fintype C] (hcard : Fintype.card C = Fintype.card V)
    (σ τ : V → C) : ¬ Move (⊤ : SimpleGraph V) σ τ := by
  rintro ⟨hσ, hτ, v, hv, hrest⟩
  -- every colour is in use, so the new colour of `v` already sits on another vertex
  have hsurj : Surjective σ :=
    ((Fintype.bijective_iff_injective_and_card σ).2 ⟨isProper_top_iff.1 hσ, hcard.symm⟩).2
  obtain ⟨u, hu⟩ := hsurj (τ v)
  have huv : u ≠ v := by
    intro h
    rw [h] at hu
    exact hv hu
  exact hτ u v (by simpa using huv) ((hrest u huv).trans hu)

/-- On the complete graph any vertex of a proper colouring may be given an unused colour. -/
theorem move_to_free {σ : V → C} (hσ : IsProper (⊤ : SimpleGraph V) σ) (v : V) {c : C}
    (hc : ∀ u, σ u ≠ c) : Move (⊤ : SimpleGraph V) σ (update σ v c) := by
  refine ⟨hσ, ?_, v, ?_, fun u hu => update_of_ne hu _ _⟩
  · intro a b hab
    have hne : a ≠ b := hab.ne
    by_cases ha : a = v
    · subst ha
      rw [update_self, update_of_ne hne.symm]
      exact (hc b).symm
    · by_cases hb : b = v
      · subst hb
        rw [update_of_ne ha, update_self]
        exact hc a
      · rw [update_of_ne ha, update_of_ne hb]
        exact hσ a b hab
  · rw [update_self]
    exact hc v

/-- Sequences of `k` and of `m` moves combine to a sequence of `k + m` moves. -/
theorem ReachableIn.append {G : SimpleGraph V} {k m : ℕ} {σ ρ τ : V → C}
    (h : ReachableIn G k σ ρ) (h' : ReachableIn G m ρ τ) : ReachableIn G (k + m) σ τ := by
  induction k generalizing σ with
  | zero =>
    have h0 : σ = ρ := h
    rw [h0, Nat.zero_add]
    exact h'
  | succ k ih =>
    obtain ⟨κ, hm, hk⟩ := h
    rw [show k + 1 + m = (k + m) + 1 by omega]
    exact ⟨κ, hm, ih hk⟩

/-- On the complete graph with more colours than vertices, if a proper colouring `σ` differs from a
proper target `τ` at some vertex, then at most two moves lead from `σ` to a proper colouring that
differs from `τ` at fewer vertices. -/
theorem approach_target [Fintype V] [Fintype C] (hcard : Fintype.card V < Fintype.card C)
    {σ τ : V → C} (hσ : IsProper (⊤ : SimpleGraph V) σ) (hτ : IsProper (⊤ : SimpleGraph V) τ)
    {v : V} (hv : σ v ≠ τ v) :
    ∃ ρ : V → C, ∃ k ≤ 2, IsProper (⊤ : SimpleGraph V) ρ ∧
      ReachableIn (⊤ : SimpleGraph V) k σ ρ ∧
      (disagreements ρ τ).card < (disagreements σ τ).card := by
  -- correcting `v` without spoiling a correct vertex lowers the number of disagreements
  have hless : ∀ ρ : V → C, ρ v = τ v → (∀ u, σ u = τ u → ρ u = τ u) →
      (disagreements ρ τ).card < (disagreements σ τ).card := by
    intro ρ hρv hρ
    apply Finset.card_lt_card
    have hsub : disagreements ρ τ ⊆ disagreements σ τ := by
      intro u hu
      simp only [disagreements, Finset.mem_filter, Finset.mem_univ, true_and] at hu ⊢
      exact fun h => hu (hρ u h)
    exact (Finset.ssubset_iff_of_subset hsub).2
      ⟨v, by simp [disagreements, hv], by simp [disagreements, hρv]⟩
  by_cases hfree : ∀ u, σ u ≠ τ v
  · -- the target colour is unused: one move suffices
    have h1 := move_to_free hσ v hfree
    refine ⟨_, 1, by norm_num, h1.2.1, ⟨_, h1, rfl⟩, hless _ (update_self _ _ _) ?_⟩
    intro u hu
    have huv : u ≠ v := fun h => hv (h ▸ hu)
    rw [update_of_ne huv, hu]
  · -- the target colour sits on `w`: first move `w` to a spare colour
    obtain ⟨w, hw⟩ : ∃ w, σ w = τ v := by
      by_contra h
      exact hfree fun u hu => h ⟨u, hu⟩
    obtain ⟨c, hc⟩ : ∃ c, ∀ u, σ u ≠ c := by
      by_contra h
      have hsurj : Surjective σ := by
        intro c
        by_contra hn
        exact h ⟨c, fun u hu => hn ⟨u, hu⟩⟩
      exact absurd (Fintype.card_le_of_surjective σ hsurj) (not_le_of_gt hcard)
    have h1 := move_to_free hσ w hc
    have hfree' : ∀ u, update σ w c u ≠ τ v := by
      intro u
      by_cases huw : u = w
      · rw [huw, update_self, ← hw]
        exact (hc w).symm
      · rw [update_of_ne huw, ← hw]
        exact fun h => huw (isProper_top_iff.1 hσ h)
    have h2 := move_to_free h1.2.1 v hfree'
    refine ⟨_, 2, le_rfl, h2.2.1, ⟨_, h1, _, h2, rfl⟩, hless _ (update_self _ _ _) ?_⟩
    intro u hu
    have huv : u ≠ v := fun h => hv (h ▸ hu)
    have huw : u ≠ w := by
      intro h
      rw [h] at hu huv
      exact huv (isProper_top_iff.1 hτ (hu.symm.trans hw))
    rw [update_of_ne huv, update_of_ne huw, hu]

/-- On the complete graph with more colours than vertices, any two proper colourings are joined
by a number of moves at most twice the number of vertices at which they differ. -/
theorem reachable_of_spare_colour [Fintype V] [Fintype C]
    (hcard : Fintype.card V < Fintype.card C) {σ τ : V → C}
    (hσ : IsProper (⊤ : SimpleGraph V) σ) (hτ : IsProper (⊤ : SimpleGraph V) τ) :
    ∃ k ≤ 2 * (disagreements σ τ).card, ReachableIn (⊤ : SimpleGraph V) k σ τ := by
  induction hN : (disagreements σ τ).card using Nat.strong_induction_on generalizing σ with
  | _ N ih =>
    by_cases h : σ = τ
    · exact ⟨0, Nat.zero_le _, h⟩
    · obtain ⟨v, hv⟩ := Function.ne_iff.1 h
      obtain ⟨ρ, k, hk, hρ, hreach, hlt⟩ := approach_target hcard hσ hτ hv
      obtain ⟨m, hm, hreach'⟩ := ih (disagreements ρ τ).card (by omega) hρ rfl
      exact ⟨k + m, by omega, hreach.append hreach'⟩

/-- On a complete graph with at least two vertices and at least as many colours as vertices,
all proper colourings are joined by moves exactly when there are more colours than vertices. -/
theorem connected_iff_spare_colour [Fintype V] [Fintype C] [Nontrivial V]
    (hcard : Fintype.card V ≤ Fintype.card C) :
    (∀ σ τ : V → C, IsProper (⊤ : SimpleGraph V) σ → IsProper (⊤ : SimpleGraph V) τ →
      ∃ k, ReachableIn (⊤ : SimpleGraph V) k σ τ) ↔ Fintype.card V < Fintype.card C := by
  constructor
  · intro h
    by_contra hlt
    have heq : Fintype.card C = Fintype.card V := by omega
    obtain ⟨e⟩ := Function.Embedding.nonempty_of_card_le hcard
    obtain ⟨a, b, hab⟩ := exists_pair_ne V
    -- exchanging the colours of `a` and `b` gives a second, unreachable colouring
    obtain ⟨k, hk⟩ := h (⇑e) (⇑e ∘ ⇑(Equiv.swap a b)) (isProper_top_iff.2 e.injective)
      (isProper_top_iff.2 (e.injective.comp (Equiv.swap a b).injective))
    cases k with
    | zero =>
      have h0 : (⇑e : V → C) = ⇑e ∘ ⇑(Equiv.swap a b) := hk
      have h1 : e a = e (Equiv.swap a b a) := congrFun h0 a
      rw [Equiv.swap_apply_left] at h1
      exact hab (e.injective h1)
    | succ k =>
      obtain ⟨ρ, hm, _⟩ := hk
      exact frozen heq _ _ hm
  · intro hlt σ τ hσ hτ
    obtain ⟨k, _, hk⟩ := reachable_of_spare_colour hlt hσ hτ
    exact ⟨k, hk⟩

/-- On the complete graph with `n` vertices, `n` colours allow no proper single-vertex change,
while with `n + 1` colours any two proper colourings are joined by at most `2 * n` of them. -/
theorem frozen_and_connected (n : ℕ) :
    (∀ σ τ : Fin n → Fin n, ¬ Move (⊤ : SimpleGraph (Fin n)) σ τ) ∧
    (∀ σ τ : Fin n → Fin (n + 1), IsProper (⊤ : SimpleGraph (Fin n)) σ →
      IsProper (⊤ : SimpleGraph (Fin n)) τ →
      ∃ k ≤ 2 * n, ReachableIn (⊤ : SimpleGraph (Fin n)) k σ τ) := by
  refine ⟨fun σ τ => frozen rfl σ τ, fun σ τ hσ hτ => ?_⟩
  obtain ⟨k, hk, hreach⟩ := reachable_of_spare_colour (by simp) hσ hτ
  have hle : (disagreements σ τ).card ≤ n := by
    simpa using Finset.card_le_univ (disagreements σ τ)
  exact ⟨k, by omega, hreach⟩

end

end FrozenPotts
```

```lean
#print axioms FrozenPotts.pottsEnergy_eq_zero_iff
#print axioms FrozenPotts.connected_iff_spare_colour
#print axioms FrozenPotts.frozen_and_connected
```

```
'FrozenPotts.pottsEnergy_eq_zero_iff' depends on axioms: [propext, Classical.choice, Quot.sound]
'FrozenPotts.connected_iff_spare_colour' depends on axioms: [propext, Classical.choice, Quot.sound]
'FrozenPotts.frozen_and_connected' depends on axioms: [propext, Classical.choice, Quot.sound]
```

## How the Lean proof follows the argument

`pottsEnergy_eq_zero_iff` links the energy to proper colourings. In one direction, an edge with equal colours makes the set of monochromatic pairs nonempty and the energy positive; in the other, that set is empty. The remaining theorems work with `IsProper` directly, and `isProper_top_iff` translates it into injectivity.

In `frozen`, the lemma `Fintype.bijective_iff_injective_and_card` turns injectivity and equal cardinalities into surjectivity. This supplies the vertex `u` that already holds the new colour of `v`, and the last line applies properness of `τ` to the pair `u`, `v`.

`move_to_free` states that recolouring a vertex with an unused colour is a move. The new colouring is `update σ v c`, which equals `c` at `v` and `σ` elsewhere. Its properness is checked by cases, according to whether one of the two vertices compared is `v`.

`approach_target` contains the two-case step. The auxiliary claim `hless` is proved first: any `ρ` that is correct at `v` and keeps all correct vertices correct has a strictly smaller set of disagreements. The split on `hfree` then separates the one-move case from the two-move case. In the latter, `hc` expresses that the spare colour is unused, and `hfree'` that the target colour is free once `w` has been recoloured. The final `huw` shows that a correct vertex cannot be `w`, which is the argument that $w$ was already wrong.

`ReachableIn.append` joins two sequences of moves, by induction on the length of the first. `reachable_of_spare_colour` performs the strong induction on the number of disagreements; `generalizing σ` lets the induction hypothesis apply to the intermediate colouring `ρ`, and `omega` does the arithmetic of the bound.

In `connected_iff_spare_colour`, the frozen colouring is an embedding `e` of the vertices into the colours, and its partner is `e` composed with `Equiv.swap a b`. The case `k = 0` would make the two equal and force `a = b`; a positive `k` would begin with a move, which `frozen` excludes. Finally, `frozen_and_connected` specialises to `Fin n` and replaces the number of disagreements by its upper bound `n`.
